# For one-pole atoms, the harmonic-mean rule can overestimate or underestimate the London $C_6$ coefficient

Take two atoms, each described by a single excitation. The first has static polarizability $a>0$ and excitation frequency $w>0$, the second has $b>0$ and $v>0$. Let $C_{12}$ be their London dispersion coefficient, and let $H$ be the harmonic mean of the two like-pair coefficients $C_{11}$ and $C_{22}$. Then

- $H > C_{12}$ exactly when $(b-a)(aw-bv) > 0$,
- $H < C_{12}$ exactly when $(b-a)(aw-bv) < 0$,
- $H = C_{12}$ exactly when $a=b$ or $aw=bv$.

In words, the rule overestimates when the atom with the larger polarizability has the smaller product of polarizability and frequency.

## One-pole atoms and their dispersion coefficients

At distances $R$ that are large compared with the atoms, but small enough for retardation to be neglected, the leading dispersion energy of two atoms is $-C_6/R^6$. In a one-pole model the polarizability of the first atom at imaginary frequency $iu$ is

$$\alpha_1(iu) = \frac{a\,w^2}{w^2+u^2},$$

and that of the second has $b$ and $v$ in place of $a$ and $w$. In atomic units, the Casimir–Polder integral over the product of the two polarizabilities gives the London formula

$$C_{12} = \frac{3}{\pi}\int_0^\infty \alpha_1(iu)\,\alpha_2(iu)\,du = \frac{3}{2}\,ab\,\frac{wv}{w+v}.$$

The Lean file starts from the last expression, as a definition; the integral does not appear in it.

A combination rule estimates the unlike-pair coefficient from like-pair data. The harmonic-mean rule is

$$H = \frac{2\,C_{11}C_{22}}{C_{11}+C_{22}}.$$

Pairwise dispersion corrections and force fields need coefficients for many unlike pairs, and for isotropic atoms with one excitation each the criterion gives the sign of the error that this rule makes.

## The statement in Lean's terms

All quantities are real numbers, understood in atomic units. The function `londonC6 a w b v` is the London formula, with the arguments in the order polarizability, frequency, polarizability, frequency. A like pair is the same function with one atom entered twice, so $C_{11}$ is `londonC6 a w a w` and $C_{22}$ is `londonC6 b v b v`. The function `harmonicC6 a w b v` is the harmonic mean of these two values.

The theorem `harmonic_rule_criterion` assumes `0 < a`, `0 < w`, `0 < b` and `0 < v`, and proves the three equivalences of the opening in the same order. Positive static polarizabilities and excitation frequencies are what one has for atoms in their ground states.

Three further theorems accompany it. `harmonic_rule_error_bounds` limits the error by the ratio of the polarizabilities, `harmonic_lt_london_of_equal_strength` treats atoms of equal oscillator strength, and `overestimate_example` evaluates one pair.

Overestimation and underestimation are measured against the London formula of the model. A real atom has many excitations, and its $C_6$ coefficients need not follow this formula. Higher multipoles, short-range damping and many-body dispersion are absent as well.

## Factoring the error

For two equal atoms the London formula reduces to

$$C_{11} = \frac32\,a^2\,\frac{w^2}{2w} = \frac34\,a^2w, \qquad C_{22} = \frac34\,b^2v.$$

Inserting these into the harmonic mean gives

$$H = \frac{2\cdot\frac34a^2w\cdot\frac34b^2v}{\frac34\,(a^2w+b^2v)} = \frac32\,\frac{a^2b^2\,wv}{a^2w+b^2v}.$$

Now subtract $C_{12}$ and bring both terms to a common denominator:

$$H-C_{12} = \frac32\,ab\,wv\;\frac{ab(w+v)-(a^2w+b^2v)}{(w+v)(a^2w+b^2v)}.$$

The numerator of the last fraction factors:

$$abw+abv-a^2w-b^2v = aw(b-a)-bv(b-a) = (b-a)(aw-bv).$$

Hence

$$H-C_{12} = K\,(b-a)(aw-bv),\qquad K=\frac{\frac32\,ab\,wv}{(w+v)(a^2w+b^2v)}.$$

For positive parameters $K>0$, so the error has the sign of $(b-a)(aw-bv)$. It vanishes only if one of these two factors does.

## The polarizability ratio bounds the error

Suppose $a\le b$; otherwise exchange the labels of the atoms. Then

$$\frac ab\,C_{12}\;\le\; H\;\le\;\frac ba\,C_{12}.$$

With $D=(w+v)(a^2w+b^2v)$, the gap on the left is

$$H-\frac ab\,C_{12} = \frac32\,a^2wv\,\frac{b^2(w+v)-a^2w-b^2v}{D} = \frac{3}{2}\,\frac{a^2w^2v}{D}\,(b^2-a^2),$$

and the gap on the right is

$$\frac ba\,C_{12}-H = \frac32\,b^2wv\,\frac{a^2w+b^2v-a^2(w+v)}{D} = \frac32\,\frac{b^2wv^2}{D}\,(b^2-a^2).$$

Both are non-negative. The bounds contain no frequencies: if the polarizabilities differ by a factor of at most two, the rule is wrong by at most a factor of two, whatever the two excitation energies are.

## Equal oscillator strengths lead to underestimation

The oscillator strength of a one-pole atom is $aw^2$ in atomic units. It plays the part of an effective number of electrons taking part in the excitation. Let the two strengths be equal, $aw^2=bv^2$, and let $w\ne v$. Then $b=aw^2/v^2$, so

$$b-a=\frac{a(w^2-v^2)}{v^2},\qquad aw-bv=\frac{aw(v-w)}{v}.$$

The product of the two is

$$(b-a)(aw-bv) = -\frac{a^2w\,(w+v)(w-v)^2}{v^3}<0,$$

and the criterion gives $H<C_{12}$.

## A pair overestimated by a quarter

Take $a=1$, $w=4$ and $b=2$, $v=1$; these numbers keep the arithmetic simple and do not represent particular atoms. Both like-pair coefficients equal $3$, so their harmonic mean is also $3$. The London formula gives

$$C_{12}=\frac32\cdot 2\cdot\frac{4}{5}=\frac{12}{5},$$

and the rule is too large by a factor of $5/4$. The criterion agrees, since $(2-1)(4-2)=2>0$. The oscillator strengths of this pair are $16$ and $2$. Different positive frequencies alone therefore do not force underestimation. Together with equal strengths they do, but equal strengths are not necessary: by the criterion, the rule underestimates whenever the atom with the larger polarizability also has the larger product of polarizability and frequency.

## An atom without polarizability

The criterion requires $a>0$, and $a\ge 0$ would not be enough. Put $a=0$ and $b=w=v=1$. Then $C_{11}=0$, $C_{22}=3/4$, and both $H$ and $C_{12}$ are zero. The product, however, is $(1-0)(0-1)=-1$, which would announce an underestimate. The equality condition fails too, because neither $a=b$ nor $aw=bv$ holds. What goes wrong is the prefactor $K$, which is zero here and hides the sign of the product.

## Definitions and theorems in Lean 4

```lean
import Mathlib

namespace HarmonicCombinationRule

noncomputable section

/-- London dispersion coefficient of two one-pole atoms with polarizabilities `a`, `b` and
frequencies `w`, `v`, in atomic units; the domain is `w + v ≠ 0`. -/
def londonC6 (a w b v : ℝ) : ℝ := 3 / 2 * a * b * (w * v) / (w + v)

/-- Harmonic-mean combination rule: the unlike-pair coefficient is estimated by the harmonic mean
of the two like-pair coefficients; the domain is `w ≠ 0`, `v ≠ 0` and a nonzero sum of the
like-pair coefficients. -/
def harmonicC6 (a w b v : ℝ) : ℝ :=
  2 * londonC6 a w a w * londonC6 b v b v / (londonC6 a w a w + londonC6 b v b v)

/-- For two equal atoms of positive frequency the London coefficient is `(3/4) a² w`. -/
theorem londonC6_self (a : ℝ) {w : ℝ} (hw : 0 < w) :
    londonC6 a w a w = 3 / 4 * a ^ 2 * w := by
  have h : w + w ≠ 0 := by positivity
  rw [londonC6, div_eq_iff h]
  ring

/-- Closed form of the harmonic-mean estimate in terms of positive polarizabilities and
frequencies. -/
theorem harmonicC6_eq {a w b v : ℝ} (ha : 0 < a) (hw : 0 < w) (hb : 0 < b) (hv : 0 < v) :
    harmonicC6 a w b v = 3 / 2 * a ^ 2 * b ^ 2 * (w * v) / (a ^ 2 * w + b ^ 2 * v) := by
  have h1 : 3 / 4 * a ^ 2 * w + 3 / 4 * b ^ 2 * v ≠ 0 := by positivity
  have h2 : a ^ 2 * w + b ^ 2 * v ≠ 0 := by positivity
  rw [harmonicC6, londonC6_self a hw, londonC6_self b hv, div_eq_div_iff h1 h2]
  ring

/-- For positive polarizabilities and frequencies, the error of the harmonic-mean rule is an
explicit prefactor times `(b - a) (a w - b v)`. -/
theorem harmonicC6_sub_londonC6 {a w b v : ℝ}
    (ha : 0 < a) (hw : 0 < w) (hb : 0 < b) (hv : 0 < v) :
    harmonicC6 a w b v - londonC6 a w b v =
      3 / 2 * a * b * (w * v) / ((w + v) * (a ^ 2 * w + b ^ 2 * v)) *
        ((b - a) * (a * w - b * v)) := by
  have h1 : w + v ≠ 0 := by positivity
  have h2 : a ^ 2 * w + b ^ 2 * v ≠ 0 := by positivity
  rw [harmonicC6_eq ha hw hb hv, londonC6]
  field_simp
  ring

/-- For positive polarizabilities and frequencies, the harmonic-mean rule overestimates the London
coefficient exactly when `(b - a) (a w - b v)` is positive, underestimates it exactly when this
product is negative, and reproduces it exactly when `a = b` or `a w = b v`. -/
theorem harmonic_rule_criterion {a w b v : ℝ}
    (ha : 0 < a) (hw : 0 < w) (hb : 0 < b) (hv : 0 < v) :
    (londonC6 a w b v < harmonicC6 a w b v ↔ 0 < (b - a) * (a * w - b * v)) ∧
    (harmonicC6 a w b v < londonC6 a w b v ↔ (b - a) * (a * w - b * v) < 0) ∧
    (harmonicC6 a w b v = londonC6 a w b v ↔ a = b ∨ a * w = b * v) := by
  have hd := harmonicC6_sub_londonC6 ha hw hb hv
  -- the prefactor of the error is positive, so only the sign of the product matters
  have hK : 0 < 3 / 2 * a * b * (w * v) / ((w + v) * (a ^ 2 * w + b ^ 2 * v)) := by
    positivity
  generalize 3 / 2 * a * b * (w * v) / ((w + v) * (a ^ 2 * w + b ^ 2 * v)) = K at hd hK
  refine ⟨?_, ?_, ?_⟩
  · refine sub_pos.symm.trans ?_
    rw [hd]
    exact mul_pos_iff_of_pos_left hK
  · have hn : londonC6 a w b v - harmonicC6 a w b v =
        K * (-((b - a) * (a * w - b * v))) := by
      linear_combination -hd
    refine sub_pos.symm.trans ?_
    rw [hn]
    exact (mul_pos_iff_of_pos_left hK).trans neg_pos
  · constructor
    · intro h
      have h0 : K * ((b - a) * (a * w - b * v)) = 0 := by rw [← hd, h, sub_self]
      rcases mul_eq_zero.mp h0 with h1 | h1
      · exact absurd h1 hK.ne'
      · rcases mul_eq_zero.mp h1 with h2 | h2
        · left; linarith
        · right; linarith
    · intro h
      have hP : (b - a) * (a * w - b * v) = 0 := by
        rcases h with h | h
        · simp [h]
        · simp [h]
      rw [hP, mul_zero] at hd
      linarith

/-- For positive frequencies and positive polarizabilities `a ≤ b`, the harmonic-mean estimate
lies between `a / b` and `b / a` times the London coefficient. -/
theorem harmonic_rule_error_bounds {a w b v : ℝ}
    (ha : 0 < a) (hw : 0 < w) (hv : 0 < v) (hab : a ≤ b) :
    a / b * londonC6 a w b v ≤ harmonicC6 a w b v ∧
      harmonicC6 a w b v ≤ b / a * londonC6 a w b v := by
  have hb : 0 < b := lt_of_lt_of_le ha hab
  have h1 : w + v ≠ 0 := by positivity
  have h2 : a ^ 2 * w + b ^ 2 * v ≠ 0 := by positivity
  have hsq : 0 ≤ b ^ 2 - a ^ 2 := by nlinarith
  -- both gaps are proportional to b² - a²
  have lower : harmonicC6 a w b v - a / b * londonC6 a w b v =
      3 / 2 * a ^ 2 * w ^ 2 * v / ((w + v) * (a ^ 2 * w + b ^ 2 * v)) *
        (b ^ 2 - a ^ 2) := by
    rw [harmonicC6_eq ha hw hb hv, londonC6]
    field_simp
    ring
  have upper : b / a * londonC6 a w b v - harmonicC6 a w b v =
      3 / 2 * b ^ 2 * w * v ^ 2 / ((w + v) * (a ^ 2 * w + b ^ 2 * v)) *
        (b ^ 2 - a ^ 2) := by
    rw [harmonicC6_eq ha hw hb hv, londonC6]
    field_simp
    ring
  constructor
  · rw [← sub_nonneg, lower]
    exact mul_nonneg (by positivity) hsq
  · rw [← sub_nonneg, upper]
    exact mul_nonneg (by positivity) hsq

/-- For two atoms with positive polarizabilities, equal oscillator strengths `a w² = b v²` and
different positive frequencies, the harmonic-mean rule underestimates the London coefficient. -/
theorem harmonic_lt_london_of_equal_strength {a w b v : ℝ}
    (ha : 0 < a) (hw : 0 < w) (hb : 0 < b) (hv : 0 < v)
    (hstrength : a * w ^ 2 = b * v ^ 2) (hne : w ≠ v) :
    harmonicC6 a w b v < londonC6 a w b v := by
  rw [(harmonic_rule_criterion ha hw hb hv).2.1]
  -- eliminate b with the help of the equal strengths
  have h1 : v ^ 2 * (b - a) = a * (w ^ 2 - v ^ 2) := by linear_combination -hstrength
  have h2 : v * (a * w - b * v) = a * w * (v - w) := by linear_combination hstrength
  have key : v ^ 3 * ((b - a) * (a * w - b * v)) =
      -(a ^ 2 * w * (w + v) * (w - v) ^ 2) := by
    calc v ^ 3 * ((b - a) * (a * w - b * v))
        = (v ^ 2 * (b - a)) * (v * (a * w - b * v)) := by ring
      _ = (a * (w ^ 2 - v ^ 2)) * (a * w * (v - w)) := by rw [h1, h2]
      _ = -(a ^ 2 * w * (w + v) * (w - v) ^ 2) := by ring
  have hsub : w - v ≠ 0 := sub_ne_zero.mpr hne
  have hpos : 0 < a ^ 2 * w * (w + v) * (w - v) ^ 2 := by positivity
  by_contra hcon
  have hnonneg : 0 ≤ v ^ 3 * ((b - a) * (a * w - b * v)) :=
    mul_nonneg (by positivity) (not_lt.mp hcon)
  linarith

/-- The atoms with polarizabilities 1 and 2 and frequencies 4 and 1 both have like-pair
coefficient 3; the harmonic-mean rule gives 3 for the unlike pair, the London formula 12/5. -/
theorem overestimate_example :
    londonC6 1 4 1 4 = 3 ∧ londonC6 2 1 2 1 = 3 ∧
      harmonicC6 1 4 2 1 = 3 ∧ londonC6 1 4 2 1 = 12 / 5 := by
  refine ⟨?_, ?_, ?_, ?_⟩ <;> norm_num [harmonicC6, londonC6]

end

end HarmonicCombinationRule
```

```lean
#print axioms HarmonicCombinationRule.harmonic_rule_error_bounds
#print axioms HarmonicCombinationRule.harmonic_lt_london_of_equal_strength
#print axioms HarmonicCombinationRule.overestimate_example
```

```
'HarmonicCombinationRule.harmonic_rule_error_bounds' depends on axioms: [propext, Classical.choice, Quot.sound]
'HarmonicCombinationRule.harmonic_lt_london_of_equal_strength' depends on axioms: [propext, Classical.choice, Quot.sound]
'HarmonicCombinationRule.overestimate_example' depends on axioms: [propext, Classical.choice, Quot.sound]
```

## From the closed form to the factored error

`londonC6_self` is the reduction $C_{11}=\frac34a^2w$. It needs only a positive frequency. The step `div_eq_iff` multiplies through by $w+w$, and `ring` confirms the remaining polynomial identity.

`harmonicC6_eq` rewrites both like-pair coefficients with this lemma. The two sides are then fractions with denominators $\frac34a^2w+\frac34b^2v$ and $a^2w+b^2v$. `positivity` shows that neither is zero, `div_eq_div_iff` cross-multiplies, and `ring` finishes.

`harmonicC6_sub_londonC6` is the factored error $H-C_{12}=K(b-a)(aw-bv)$. After the closed form has been inserted, `field_simp` clears the denominators, and `ring` checks the factorization that was found above by grouping terms.

## Reading the sign from a positive prefactor

In `harmonic_rule_criterion`, `hd` is the factored error and `hK` says that its prefactor is positive. The `generalize` step then replaces the long fraction by a single letter `K`, since only its sign matters from there on.

For overestimation, `sub_pos` turns $C_{12}<H$ into $0<H-C_{12}$. After rewriting with `hd`, `mul_pos_iff_of_pos_left` removes the positive factor `K`. Underestimation is handled in the same way with the opposite difference, whose factored form `hn` carries a minus sign.

The equality case has two directions. If $H=C_{12}$, the product of `K` and the two factors is zero. `mul_eq_zero` splits this into cases: `K` cannot vanish, and each of the other two factors gives one of the alternatives $a=b$ and $aw=bv$. Conversely, either alternative makes the product zero, and `hd` then says that the difference $H-C_{12}$ is zero.

## Bounds, equal strengths and the numerical pair

`harmonic_rule_error_bounds` obtains $b>0$ from $0<a\le b$, which is why `0 < b` is missing from its hypotheses. The identities `lower` and `upper` are the two gaps computed above, and `hsq` is $b^2-a^2\ge0$. Each bound follows because a product of non-negative factors is non-negative.

`harmonic_lt_london_of_equal_strength` first uses the second part of the criterion to replace the goal by $(b-a)(aw-bv)<0$. Where the derivation above divides by $v^2$ and $v$, the proof multiplies: `h1` expresses $v^2(b-a)$ and `h2` expresses $v(aw-bv)$ through $a$, $w$ and $v$, both by `linear_combination` from the equality of the strengths. Their product is `key`,

$$v^3(b-a)(aw-bv) = -a^2w(w+v)(w-v)^2.$$

The right-hand side is negative because $w\ne v$. If the product $(b-a)(aw-bv)$ were non-negative, the left-hand side would be non-negative too, and `linarith` closes this contradiction.

`overestimate_example` unfolds the two definitions at the given numbers, and `norm_num` evaluates the four fractions.
